# Quarter-Turn Symmetry about Two Perpendicular Axes Makes the On-Site Force-Constant Block Isotropic

## Displacements, energy and symmetry operations

In a harmonic crystal, the on-site force-constant block Φ_ss of a site s is the 3×3 matrix that gives the restoring force −Φ_ss v on the atom at s when that atom alone is displaced by v. As a second derivative of the potential energy it is symmetric, so it has up to six independent entries. The question is how many survive when the crystal has fourfold rotation axes along z and along x through s. The answer is one: Φ_ss is then a number times the identity, and the restoring force is antiparallel to the displacement or vanishes, unless the number is negative and the site is pushed outwards.

Vectors are real columns with components numbered 0, 1, 2 for x, y, z, as in Lean, and A_ij is the entry of a matrix A in row i and column j. When i and j label sites instead, Φ_ij is a whole 3×3 block.

```lean
import Mathlib

open Matrix

namespace CubicSiteForceConstants

noncomputable section
```

The quarter turn about z, written R_z, sends the x axis to the y axis and the y axis to the negative x axis:

R_z (v_0, v_1, v_2) = (−v_1, v_0, v_2).

```lean
/-- The rotation by 90 degrees about the z axis. -/
def rotZ : Matrix (Fin 3) (Fin 3) ℝ := !![0, -1, 0; 1, 0, 0; 0, 0, 1]
```

The quarter turn about x, written R_x, does the same with y and z:

R_x (v_0, v_1, v_2) = (v_0, −v_2, v_1).

```lean
/-- The rotation by 90 degrees about the x axis. -/
def rotX : Matrix (Fin 3) (Fin 3) ℝ := !![1, 0, 0; 0, 0, -1; 0, 1, 0]
```

The sites form a finite set `ι`, which may stand for a cluster or a periodic supercell. Site i has the displacement u_i, and the harmonic energy is

E(u) = ½ Σ_i Σ_j u_i · Φ_ij u_j.

In Lean, `Φ i j` is the block Φ_ij, `*ᵥ` applies a matrix to a vector and `⬝ᵥ` is the dot product. The blocks are arbitrary real matrices at this stage; neither Φ_ij = Φ_jiᵀ nor invariance under a uniform translation is assumed.

```lean
variable {ι : Type*} [Fintype ι] [DecidableEq ι]

/-- The harmonic energy of the displacements `u`, with force-constant blocks `Φ i j`
between the sites `i` and `j`. -/
def energy (Φ : ι → ι → Matrix (Fin 3) (Fin 3) ℝ) (u : ι → Fin 3 → ℝ) : ℝ :=
  1 / 2 * ∑ i, ∑ j, u i ⬝ᵥ (Φ i j *ᵥ u j)
```

A symmetry operation consists of a permutation g of the sites and a matrix R. It carries the displacement of site i, transformed by R, to site g(i). The new pattern u′ is therefore

u′_g(i) = R u_i, or equivalently u′_i = R u_g⁻¹(i).

The second form is the definition used in the code, with `g.symm` for g⁻¹.

```lean
omit [Fintype ι] [DecidableEq ι] in
/-- The displacement pattern after an operation that moves site `i` to site `g i` and
transforms each displacement vector by `R`. -/
def transform (g : Equiv.Perm ι) (R : Matrix (Fin 3) (Fin 3) ℝ) (u : ι → Fin 3 → ℝ) :
    ι → Fin 3 → ℝ :=
  fun i => R *ᵥ u (g.symm i)
```

The pair (g, R) counts as a symmetry of the crystal if E(u′) = E(u) for every displacement pattern u.

This condition mentions no equilibrium positions. For a real crystal, one step therefore remains to be supplied: a rotation about s that maps the equilibrium structure onto itself must be shown to leave the harmonic energy unchanged. Physically, this follows because the potential energy does not change when the whole crystal is rotated or when identical atoms are exchanged.

```lean
/-- The operation `(g, R)` is a symmetry of the crystal if it leaves the harmonic energy of
every displacement pattern unchanged. -/
def IsSymmetry (Φ : ι → ι → Matrix (Fin 3) (Fin 3) ℝ) (g : Equiv.Perm ι)
    (R : Matrix (Fin 3) (Fin 3) ℝ) : Prop :=
  ∀ u, energy Φ (transform g R u) = energy Φ u
```

## Matrices that commute with the quarter turns

For a symmetric block Φ_ss, invariance of the energy under a rotation that fixes s will turn out to imply that Φ_ss commutes with the rotation matrix, so the algebra of commuting matrices comes first. Let A be any real 3×3 matrix, symmetric or not. Multiplying out A R_z = R_z A and comparing entries gives

entry (0,0): A_01 = −A_10

entry (0,1): −A_00 = −A_11

entry (0,2): A_02 = −A_12

entry (1,2): A_12 = A_02

entry (2,0): A_21 = A_20

entry (2,1): −A_20 = A_21

The third and fourth equations force A_02 = A_12 = 0, and the last two force A_20 = A_21 = 0. With a = A_00, b = A_10 and c = A_22, the rows of A are

(a, −b, 0), (b, a, 0), (0, 0, c).

Conversely, every matrix of this form commutes with R_z. One axis alone thus leaves three free constants. For a symmetric matrix b vanishes, and two remain: one stiffness across the axis and one along it.

The theorem states this as an equivalence. In the forward direction, `e i j` is the equation between the entries (i, j) of the two products, and the facts from `h00` to `h21` are the six equations above. The converse is checked entry by entry.

```lean
/-- A matrix commutes with the quarter turn about z exactly when it has the axial form with
three free constants. -/
theorem commute_rotZ_iff (A : Matrix (Fin 3) (Fin 3) ℝ) :
    A * rotZ = rotZ * A ↔ ∃ a b c : ℝ, A = !![a, -b, 0; b, a, 0; 0, 0, c] := by
  constructor
  · intro h
    -- compare the two products entry by entry
    have e (i j : Fin 3) := congrFun (congrFun h i) j
    have h00 : A 0 1 = -A 1 0 := by
      simpa [rotZ, Matrix.mul_apply, Fin.sum_univ_three] using e 0 0
    have h01 : A 0 0 = A 1 1 := by
      simpa [rotZ, Matrix.mul_apply, Fin.sum_univ_three] using e 0 1
    have h02 : A 0 2 = -A 1 2 := by
      simpa [rotZ, Matrix.mul_apply, Fin.sum_univ_three] using e 0 2
    have h12 : A 1 2 = A 0 2 := by
      simpa [rotZ, Matrix.mul_apply, Fin.sum_univ_three] using e 1 2
    have h20 : A 2 1 = A 2 0 := by
      simpa [rotZ, Matrix.mul_apply, Fin.sum_univ_three] using e 2 0
    have h21 : -A 2 0 = A 2 1 := by
      simpa [rotZ, Matrix.mul_apply, Fin.sum_univ_three] using e 2 1
    refine ⟨A 0 0, A 1 0, A 2 2, ?_⟩
    ext i j
    fin_cases i <;> fin_cases j <;> simp <;> linarith
  · rintro ⟨a, b, c, rfl⟩
    ext i j
    fin_cases i <;> fin_cases j <;> simp [rotZ, Matrix.mul_apply, Fin.sum_univ_three]
```

Now let A commute with R_x as well. With the axial form inserted, two entries of A R_x = R_x A are enough:

entry (1,0): b = 0

entry (1,2): −a = −c

Hence A = a·1. Its trace is tr A = 3a, so

A = (tr A / 3)·1.

In the other direction, a multiple of the identity commutes with every matrix. The two conditions together are therefore equivalent to the scalar form. The Lean proof obtains a, b and c from the previous theorem, reads off `hb` and `hac` from the two entries just named, and compares what is left with the trace formula.

```lean
/-- A real 3 by 3 matrix commutes with the quarter turns about z and x exactly when it is
one third of its trace times the identity. -/
theorem commute_rotations_iff (A : Matrix (Fin 3) (Fin 3) ℝ) :
    (A * rotZ = rotZ * A ∧ A * rotX = rotX * A) ↔
      A = (A.trace / 3) • (1 : Matrix (Fin 3) (Fin 3) ℝ) := by
  constructor
  · rintro ⟨hz, hx⟩
    obtain ⟨a, b, c, rfl⟩ := (commute_rotZ_iff A).1 hz
    -- the second axis removes `b` and equates `a` with `c`
    have hb : b = 0 := by
      simpa [rotX, Matrix.mul_apply, Fin.sum_univ_three] using congrFun (congrFun hx 1) 0
    have hac : a = c := by
      simpa [rotX, Matrix.mul_apply, Fin.sum_univ_three] using congrFun (congrFun hx 1) 2
    subst hb hac
    ext i j
    fin_cases i <;> fin_cases j <;> simp [Matrix.trace_fin_three] <;> ring
  · intro h
    rw [h]
    constructor <;> simp only [Matrix.smul_mul, Matrix.mul_smul, one_mul, mul_one]
```

## From energy invariance to commutation

To isolate the on-site block, displace only site s, by a vector v. In the double sum every term with i ≠ s or j ≠ s contains a zero displacement, and the energy reduces to

E = ½ v · Φ_ss v.

The pattern with v at s and zero elsewhere is `Pi.single s v`. The proof collapses the outer sum and then the inner sum to their single surviving term with `Finset.sum_eq_single`.

```lean
/-- If only site `s` is displaced, the harmonic energy is the quadratic form of its on-site
block. -/
theorem energy_single (Φ : ι → ι → Matrix (Fin 3) (Fin 3) ℝ) (s : ι) (v : Fin 3 → ℝ) :
    energy Φ (Pi.single s v) = 1 / 2 * (v ⬝ᵥ (Φ s s *ᵥ v)) := by
  unfold energy
  congr 1
  refine (Finset.sum_eq_single s ?_ ?_).trans ((Finset.sum_eq_single s ?_ ?_).trans ?_)
  · intro i _ hi
    simp [Pi.single_eq_of_ne hi]
  · intro h
    exact absurd (Finset.mem_univ s) h
  · intro j _ hj
    simp [Pi.single_eq_of_ne hj]
  · intro h
    exact absurd (Finset.mem_univ s) h
  · simp
```

Suppose that the operation (g, R) fixes the site, g(s) = s. Then g⁻¹(s) = s too, and the transformed pattern has the displacement R v at s. Any other site i receives the displacement of g⁻¹(i), which is not s, so it receives R 0 = 0. The operation thus turns "v at s alone" into "R v at s alone". The proof makes the same distinction between i = s and i ≠ s.

```lean
omit [Fintype ι] in
/-- An operation that fixes site `s` turns a displacement of `s` alone into the transformed
displacement of `s` alone. -/
theorem transform_single {g : Equiv.Perm ι} {s : ι} (hg : g s = s)
    (R : Matrix (Fin 3) (Fin 3) ℝ) (v : Fin 3 → ℝ) :
    transform g R (Pi.single s v) = Pi.single s (R *ᵥ v) := by
  have hs : g.symm s = s := by rw [Equiv.symm_apply_eq, hg]
  funext i
  by_cases hi : i = s
  · rw [hi]
    simp [transform, hs]
  · have hne : g.symm i ≠ s := fun h => hi (by
      rw [Equiv.symm_apply_eq] at h
      rw [h, hg])
    simp [transform, Pi.single_eq_of_ne hi, Pi.single_eq_of_ne hne]
```

Equal energies give equal quadratic forms, and for symmetric matrices equal quadratic forms give equal matrices. Let A and B be symmetric with v · A v = v · B v for all v, and let e_i be the unit vector along axis i. Taking v = e_i gives

A_ii = B_ii.

Taking v = e_i + e_j gives

A_ii + A_ij + A_ji + A_jj = B_ii + B_ij + B_ji + B_jj.

The diagonal entries cancel, symmetry turns the rest into 2 A_ij = 2 B_ij, and so A = B. In Lean, `hd` is the diagonal statement, `hij` is the equation for the sum of two unit vectors, and `linarith` combines them with the two symmetry hypotheses.

```lean
/-- Two symmetric matrices with the same quadratic form are equal. -/
theorem eq_of_quadratic_eq {A B : Matrix (Fin 3) (Fin 3) ℝ} (hA : A.IsSymm) (hB : B.IsSymm)
    (h : ∀ v, v ⬝ᵥ (A *ᵥ v) = v ⬝ᵥ (B *ᵥ v)) : A = B := by
  have hd : ∀ i, A i i = B i i := fun i => by simpa using h (Pi.single i 1)
  ext i j
  -- polarisation: displace along the sum of two axes
  have hij := h (Pi.single i 1 + Pi.single j 1)
  simp [Matrix.mulVec_add, add_dotProduct, dotProduct_add] at hij
  linarith [hd i, hd j, hA.apply i j, hB.apply i j]
```

These facts combine as follows. Let (g, R) be a symmetry that fixes s, with R orthogonal. Invariance of the energy for a displacement of s alone says

(R v) · Φ_ss (R v) = v · Φ_ss v for all v.

The left side is v · (Rᵀ Φ_ss R) v. Since Φ_ss is symmetric, so is Rᵀ Φ_ss R, and the comparison of quadratic forms yields

Rᵀ Φ_ss R = Φ_ss.

Multiplying by R from the left and using R Rᵀ = 1 gives

Φ_ss R = R Φ_ss.

The hypothesis `hs` is the symmetry of the on-site block. It does not follow from energy invariance: an antisymmetric part of Φ_ss contributes nothing to v · Φ_ss v, so energy invariance puts no condition on it. For a smooth potential energy, the symmetry of second derivatives excludes such a part. The hypothesis `hR` is R Rᵀ = 1, which admits reflections and inversion as well as rotations.

In the proof, `hsym` is the symmetry of Rᵀ Φ_ss R and `e` is its equality with Φ_ss. The closing `calc` block is the multiplication by R.

```lean
/-- A symmetric on-site block commutes with the orthogonal matrix of every crystal symmetry
that fixes the site. -/
theorem onsite_commutes {Φ : ι → ι → Matrix (Fin 3) (Fin 3) ℝ} {s : ι}
    (hs : (Φ s s).IsSymm) {g : Equiv.Perm ι} (hg : g s = s)
    {R : Matrix (Fin 3) (Fin 3) ℝ} (hR : R * Rᵀ = 1) (H : IsSymmetry Φ g R) :
    Φ s s * R = R * Φ s s := by
  have hsym : (Rᵀ * Φ s s * R).IsSymm := by
    unfold Matrix.IsSymm
    rw [Matrix.transpose_mul, Matrix.transpose_mul, Matrix.transpose_transpose, hs.eq,
      mul_assoc]
  have e : Rᵀ * Φ s s * R = Φ s s := by
    refine eq_of_quadratic_eq hsym hs fun v => ?_
    -- energy invariance for a displacement of the site alone
    have h := H (Pi.single s v)
    rw [transform_single hg, energy_single, energy_single] at h
    rw [← Matrix.mulVec_mulVec, ← Matrix.mulVec_mulVec, Matrix.dotProduct_mulVec v Rᵀ,
      Matrix.vecMul_transpose]
    linarith
  calc Φ s s * R = (R * Rᵀ) * (Φ s s * R) := by rw [hR, one_mul]
    _ = R * (Rᵀ * Φ s s * R) := by simp only [mul_assoc]
    _ = R * Φ s s := by rw [e]
```

## One force constant for the site

Let s be fixed by two symmetries of the crystal, one with the matrix R_z and one with R_x. Their site permutations, `gz` and `gx`, may move all the other sites in different ways. Both matrices are orthogonal, so Φ_ss commutes with both, and the algebra above gives

Φ_ss = κ·1, with κ = tr Φ_ss / 3.

The restoring force is −κ v for a displacement v in any direction. The sign of κ is left open, since stability of the crystal is not assumed, and the blocks Φ_ij between different sites may still be anisotropic.

The atomic sites of the diamond structure have no proper quarter turns. They have quarter turns combined with inversion instead, with the matrices −R_z and −R_x. Since E(−u) = E(u), the same site permutations paired with R_z and R_x also leave the harmonic energy unchanged. They are then symmetries in the sense defined above, and the theorem covers these sites too.

When force constants are obtained from electronic-structure forces on displaced atoms, the result means that, within the harmonic model, one small displacement along x fixes the whole on-site block of such a site, provided that the cluster or supercell used in the calculation keeps both symmetries.

The Lean proof checks R_z R_zᵀ = 1 and R_x R_xᵀ = 1 entry by entry, as `oz` and `ox`. It then applies `onsite_commutes` once for each axis and passes both results to `commute_rotations_iff`.

```lean
/-- If a site is fixed by two crystal symmetries that rotate by 90 degrees about z and about x,
its symmetric on-site force-constant block is isotropic. -/
theorem onsite_isotropic {Φ : ι → ι → Matrix (Fin 3) (Fin 3) ℝ} {s : ι}
    (hs : (Φ s s).IsSymm) {gz gx : Equiv.Perm ι} (hgz : gz s = s) (hgx : gx s = s)
    (Hz : IsSymmetry Φ gz rotZ) (Hx : IsSymmetry Φ gx rotX) :
    Φ s s = ((Φ s s).trace / 3) • (1 : Matrix (Fin 3) (Fin 3) ℝ) := by
  have oz : rotZ * rotZᵀ = 1 := by
    ext i j
    fin_cases i <;> fin_cases j <;> simp [rotZ, Matrix.mul_apply, Fin.sum_univ_three]
  have ox : rotX * rotXᵀ = 1 := by
    ext i j
    fin_cases i <;> fin_cases j <;> simp [rotX, Matrix.mul_apply, Fin.sum_univ_three]
  exact (commute_rotations_iff _).1
    ⟨onsite_commutes hs hgz oz Hz, onsite_commutes hs hgx ox Hx⟩
```

## Two atoms joined by an isotropic spring

A small system shows that the hypotheses can be met. Number two atoms 0 and 1, and let a spring of stiffness k give the energy

E(u) = ½ k |u_0 − u_1|².

Expanding the square gives the blocks

Φ_00 = Φ_11 = k·1 and Φ_01 = Φ_10 = −k·1.

```lean
/-- The force constants of two atoms joined by an isotropic spring of stiffness `k`. -/
def springPair (k : ℝ) (i j : Fin 2) : Matrix (Fin 3) (Fin 3) ℝ :=
  if i = j then k • 1 else -(k • 1)
```

The on-site blocks are symmetric. Apply a rotation R to both displacements and leave each atom at its own site, so that g is the identity permutation, `Equiv.refl _`. The energy becomes

½ k |R (u_0 − u_1)|² = ½ k |u_0 − u_1|²,

because a rotation preserves lengths. Both quarter turns are therefore symmetries that fix both sites, for every real k. Geometrically, this is a spring of zero rest length whose two atoms share one equilibrium position: an atom placed elsewhere would be moved by at least one of the two turns. The example is thus a check of the hypotheses and not a model of a real molecule or crystal.

Where the argument above uses the preservation of length, the Lean proof writes both energies out in the six displacement components and lets `ring` confirm that they agree.

```lean
/-- Two atoms joined by an isotropic spring have symmetric on-site blocks, and both quarter
turns, with each atom kept in place, are symmetries. -/
theorem onsite_isotropic_witness (k : ℝ) :
    (∀ s, (springPair k s s).IsSymm) ∧
      IsSymmetry (springPair k) (Equiv.refl _) rotZ ∧
      IsSymmetry (springPair k) (Equiv.refl _) rotX := by
  refine ⟨fun s => by simp [springPair, Matrix.IsSymm], fun u => ?_, fun u => ?_⟩
  · simp [energy, transform, springPair, rotZ, Matrix.mulVec, dotProduct,
      Fin.sum_univ_three, Fin.sum_univ_two]
    ring
  · simp [energy, transform, springPair, rotX, Matrix.mulVec, dotProduct,
      Fin.sum_univ_three, Fin.sum_univ_two]
    ring

end

end CubicSiteForceConstants
```

```lean
#print axioms CubicSiteForceConstants.onsite_isotropic
```

```
'CubicSiteForceConstants.onsite_isotropic' depends on axioms: [propext, Classical.choice, Quot.sound]
```
